# Under Gibbs-preserving maps at positive temperature, the largest ratio of target to Gibbs populations sets the single-shot work of formation

A system with finitely many levels starts in thermal equilibrium and is to be brought to a chosen distribution over its levels, paid for by a battery that drops from energy $W$ to $0$. A stochastic map that preserves the joint Gibbs distribution can do this exactly when each target population, multiplied by the Boltzmann factor of $W$, is at most the Gibbs weight of the same level.

For a finite quantum system whose states are diagonal in the energy basis, this gives the work needed to prepare a state from equilibrium in a single run, without averaging over runs.

## System, battery and processes

The type `ι` labels the energy eigenstates. Each eigenstate is called a level here, so different levels may have the same energy.

In Lean 4 with Mathlib:

```lean
import Mathlib

open Matrix

namespace SingleShotFormation

noncomputable section

variable {ι : Type*} [Fintype ι]
```

A target $p$ is a probability vector.

```lean
/-- A probability vector: nonnegative entries with sum one. -/
def IsProb (p : ι → ℝ) : Prop := (∀ i, 0 ≤ p i) ∧ ∑ i, p i = 1
```

Let $E_i$ be the energies and $b=1/(k_BT)$ the inverse temperature, often written $\beta$. The partition function is $Z=\sum_i e^{-bE_i}$, and the Gibbs weights are $q_i=e^{-bE_i}/Z$.

```lean
/-- The partition function of the energies `E` at inverse temperature `b`. -/
def partitionFunction (b : ℝ) (E : ι → ℝ) : ℝ := ∑ i, Real.exp (-b * E i)

/-- The Gibbs distribution on a nonempty finite spectrum. -/
def gibbs (b : ℝ) (E : ι → ℝ) (i : ι) : ℝ :=
  Real.exp (-b * E i) / partitionFunction b E
```

The battery has two states, `true` with energy $W$ and `false` with energy $0$, written $\uparrow$ and $\downarrow$. Energies add, with no interaction term. Let $G$ be the joint Gibbs distribution.

```lean
/-- The energy of system and battery together; the battery has energy `W` at `true`
and `0` at `false`. -/
def jointEnergy (E : ι → ℝ) (W : ℝ) (x : ι × Bool) : ℝ := E x.1 + cond x.2 W 0
```

Write $p^{\uparrow}$ and $p^{\downarrow}$ for the joint distributions with the system in $p$ and the battery in the state shown.

```lean
/-- The joint distribution with the system distributed as `p` and the battery at level `s`. -/
def atLevel (p : ι → ℝ) (s : Bool) (x : ι × Bool) : ℝ := if x.2 = s then p x.1 else 0
```

A process is a matrix $T$ in which $T_{xy}$ is the probability of going from $y$ to $x$, so its columns are probability vectors.

```lean
/-- A stochastic matrix: column `y` is the distribution of outcomes from the level `y`. -/
def IsStochastic (T : Matrix ι ι ℝ) : Prop := ∀ y, IsProb (fun x => T x y)
```

`CanForm` asks for such a $T$ with $TG=G$ and $Tq^{\uparrow}=p^{\downarrow}$. The second equation is exact: the battery ends at $0$ with certainty. Preserving $G$ stands for the rule that equilibrium is no source of work. Whether every such matrix can be realised by coupling to a heat bath is not examined here, and coherences between levels are left out.

```lean
/-- Some stochastic map preserves the joint Gibbs distribution and takes the system from
Gibbs to `p` while the battery goes from level `W` to level `0`. -/
def CanForm (b : ℝ) (E : ι → ℝ) (W : ℝ) (p : ι → ℝ) : Prop :=
  ∃ T : Matrix (ι × Bool) (ι × Bool) ℝ, IsStochastic T ∧
    T *ᵥ gibbs b (jointEnergy E W) = gibbs b (jointEnergy E W) ∧
    T *ᵥ atLevel (gibbs b E) true = atLevel p false
```

One family of processes looks only at the battery, preparing $u$ from $\uparrow$ and $v$ from $\downarrow$.

```lean
/-- A process that reads only the battery: it prepares `u` from the level `true`
and `v` from the level `false`. -/
def resetMap (u v : ι × Bool → ℝ) : Matrix (ι × Bool) (ι × Bool) ℝ :=
  Matrix.of fun x y => cond y.2 (u x) (v x)
```

## (a) A spectrum with a probability vector

Show that if $n$ levels carry a probability vector, then
$$n\ge 1.$$

**Solution.** If $n=0$, the sum of the entries is empty and equals $0$, not $1$.

```lean
/-- A spectrum that carries a probability vector has at least one level. -/
theorem IsProb.nonempty {p : ι → ℝ} (hp : IsProb p) : Nonempty ι := by
  by_contra h
  rw [not_nonempty_iff] at h
  have h1 := hp.2
  simp at h1
```

## (b) Positivity of the Gibbs weights

Show that every level $i$ satisfies
$$q_i>0.$$

**Solution.** The numerator $e^{-bE_i}$ is positive. So is $Z$, a sum of positive terms that includes the one for $i$.

```lean
/-- Every level has positive Gibbs weight. -/
theorem gibbs_pos (b : ℝ) (E : ι → ℝ) (i : ι) : 0 < gibbs b E i :=
  div_pos (Real.exp_pos _)
    (Finset.sum_pos (fun _ _ => Real.exp_pos _) ⟨i, Finset.mem_univ i⟩)
```

## (c) Normalisation of the Gibbs weights

Show that on a nonempty spectrum the $q_i$ are nonnegative and
$$\sum_i q_i=1.$$

**Solution.** Nonnegativity follows from (b). Since $Z>0$, $\sum_i q_i=Z^{-1}\sum_i e^{-bE_i}=Z/Z=1$.

```lean
/-- On a nonempty finite spectrum the Gibbs weights form a probability vector. -/
theorem gibbs_isProb [Nonempty ι] (b : ℝ) (E : ι → ℝ) : IsProb (gibbs b E) := by
  refine ⟨fun i => (gibbs_pos b E i).le, ?_⟩
  have hZ : 0 < partitionFunction b E :=
    Finset.sum_pos (fun _ _ => Real.exp_pos _) Finset.univ_nonempty
  simp only [gibbs]
  rw [← Finset.sum_div]
  exact div_self hZ.ne'
```

## (d) Fixing the battery state

For a probability vector $p$ and $s\in\{\uparrow,\downarrow\}$, show that $p^{s}$ is a probability vector, that is,
$$p^{s}(x)\ge 0,\qquad \sum_x p^{s}(x)=1.$$

**Solution.** Each entry is some $p_i$ or $0$. The entries with battery state $s$ sum to $\sum_i p_i=1$, and the others vanish.

```lean
/-- Fixing the battery level turns a probability vector of the system into one of the
joint system. -/
theorem atLevel_isProb {p : ι → ℝ} (hp : IsProb p) (s : Bool) : IsProb (atLevel p s) := by
  constructor
  · intro x
    unfold atLevel
    split_ifs
    · exact hp.1 _
    · exact le_rfl
  · rw [Fintype.sum_prod_type]
    cases s <;> simp [atLevel, hp.2]
```

## (e) The joint Gibbs distribution as a mixture

With $w=e^{-bW}$, show that
$$G=\frac{q^{\downarrow}+w\,q^{\uparrow}}{1+w}.$$

**Solution.** The joint partition function factorises:
$$\sum_i\left(e^{-bE_i}+e^{-b(E_i+W)}\right)=Z(1+w).$$
Hence
$$G(i,\downarrow)=\frac{e^{-bE_i}}{Z(1+w)}=\frac{q_i}{1+w},\qquad G(i,\uparrow)=\frac{w\,e^{-bE_i}}{Z(1+w)}=\frac{w\,q_i}{1+w}.$$
In the code `hZ` is the factorisation, and `cases s` separates the two entries.

```lean
/-- The joint Gibbs distribution is a mixture of the system's Gibbs distribution at the two
battery levels, with relative weight `exp (-b W)`. -/
theorem joint_gibbs (b : ℝ) (E : ι → ℝ) (W : ℝ) :
    gibbs b (jointEnergy E W) = (1 + Real.exp (-b * W))⁻¹ •
      (atLevel (gibbs b E) false + Real.exp (-b * W) • atLevel (gibbs b E) true) := by
  have hE (i : ι) : Real.exp (-b * (E i + W)) = Real.exp (-b * E i) * Real.exp (-b * W) := by
    rw [← Real.exp_add, mul_add]
  -- the partition function factorises
  have hZ : partitionFunction b (jointEnergy E W)
      = partitionFunction b E * (1 + Real.exp (-b * W)) := by
    unfold partitionFunction
    rw [Fintype.sum_prod_type, Finset.sum_mul]
    refine Finset.sum_congr rfl fun i _ => ?_
    rw [Fintype.sum_bool]
    change Real.exp (-b * (E i + W)) + Real.exp (-b * (E i + 0)) = _
    rw [hE, add_zero]
    ring
  ext ⟨i, s⟩
  cases s
  · change Real.exp (-b * (E i + 0)) / partitionFunction b (jointEnergy E W)
      = (1 + Real.exp (-b * W))⁻¹ *
        (Real.exp (-b * E i) / partitionFunction b E + Real.exp (-b * W) * 0)
    rw [hZ, add_zero]
    simp only [div_eq_mul_inv, mul_inv]
    ring
  · change Real.exp (-b * (E i + W)) / partitionFunction b (jointEnergy E W)
      = (1 + Real.exp (-b * W))⁻¹ *
        (0 + Real.exp (-b * W) * (Real.exp (-b * E i) / partitionFunction b E))
    rw [hZ, hE]
    simp only [div_eq_mul_inv, mul_inv]
    ring
```

## (f) The action of a battery-reading process

Let $T$ be the process built from $u$ and $v$. In this part only, $q$ may be any vector with sum one. Show that
$$Tq^{\uparrow}=u,\qquad Tq^{\downarrow}=v.$$

**Solution.** All columns starting from $\uparrow$ equal $u$, so $(Tq^{\uparrow})(x)=\sum_i u(x)\,q_i=u(x)$. The same argument gives $v$ from $\downarrow$.

```lean
/-- On a normalised system distribution at a fixed battery level, the reset process returns
the distribution assigned to that level. -/
theorem resetMap_mulVec (u v : ι × Bool → ℝ) {q : ι → ℝ} (hq : ∑ i, q i = 1) (s : Bool) :
    resetMap u v *ᵥ atLevel q s = cond s u v := by
  ext x
  simp only [Matrix.mulVec, dotProduct, Fintype.sum_prod_type, Fintype.sum_bool]
  cases s <;> simp [resetMap, atLevel, ← Finset.mul_sum, hq]
```

## (g) The criterion for formation

For a probability vector $p$ and any real $b$ and $W$, show that $p$ can be formed if and only if
$$e^{-bW}p_i\le q_i\quad\text{for all } i.$$

**Solution.** Suppose $T$ forms $p$. Insert (e) into $TG=G$, multiply by $1+w$ and use $Tq^{\uparrow}=p^{\downarrow}$:
$$Tq^{\downarrow}+w\,p^{\downarrow}=q^{\downarrow}+w\,q^{\uparrow}.$$
The entry at $(i,\downarrow)$ reads $(Tq^{\downarrow})(i,\downarrow)+w\,p_i=q_i$. Its first term is nonnegative, so $w\,p_i\le q_i$.

Conversely, suppose the inequalities hold and set
$$R=q^{\downarrow}+w\,(q^{\uparrow}-p^{\downarrow}).$$
Its entries are $q_i-w\,p_i\ge0$ at $\downarrow$ and $w\,q_i\ge0$ at $\uparrow$, and its sum is $1+w(1-1)=1$. Take the process of (f) with $u=p^{\downarrow}$ and $v=R$. It is stochastic and sends $q^{\uparrow}$ to $p^{\downarrow}$. It also preserves $G$:
$$TG=\frac{R+w\,p^{\downarrow}}{1+w}=\frac{q^{\downarrow}+w\,q^{\uparrow}}{1+w}=G.$$

In the code, `congrFun hG (i, false)` reads off the entry at $(i,\downarrow)$, and `linarith` drops the nonnegative term `hA`. In the converse, `hR` shows that $R$ is a probability vector, and the last `ring` checks that $G$ is preserved.

```lean
/-- A probability vector `p` can be formed from the Gibbs distribution by lowering the battery
from `W` to `0` exactly when `exp (-b W) p i` nowhere exceeds the Gibbs weight. -/
theorem canForm_iff (b : ℝ) (E : ι → ℝ) (W : ℝ) {p : ι → ℝ} (hp : IsProb p) :
    CanForm b E W p ↔ ∀ i, Real.exp (-b * W) * p i ≤ gibbs b E i := by
  have hne := hp.nonempty
  have hq := gibbs_isProb b E
  have hw := Real.exp_pos (-b * W)
  constructor
  · rintro ⟨T, hT, hG, hF⟩ i
    rw [joint_gibbs, Matrix.mulVec_smul, Matrix.mulVec_add, Matrix.mulVec_smul, hF] at hG
    -- read the preserved distribution at battery level 0
    have h : (1 + Real.exp (-b * W))⁻¹ *
        ((T *ᵥ atLevel (gibbs b E) false) (i, false) + Real.exp (-b * W) * p i)
        = (1 + Real.exp (-b * W))⁻¹ * (gibbs b E i + Real.exp (-b * W) * 0) :=
      congrFun hG (i, false)
    have h' := mul_left_cancel₀ (by positivity) h
    have hA : 0 ≤ (T *ᵥ atLevel (gibbs b E) false) (i, false) := by
      simp only [Matrix.mulVec, dotProduct]
      exact Finset.sum_nonneg fun y _ =>
        mul_nonneg ((hT y).1 _) ((atLevel_isProb hq false).1 y)
    linarith
  · intro h
    -- the remainder that restores the joint Gibbs distribution
    let R : ι × Bool → ℝ := fun x => atLevel (gibbs b E) false x +
      Real.exp (-b * W) * (atLevel (gibbs b E) true x - atLevel p false x)
    have hR : IsProb R := by
      constructor
      · rintro ⟨i, s⟩
        cases s
        · change 0 ≤ gibbs b E i + Real.exp (-b * W) * (0 - p i)
          linarith [h i]
        · change 0 ≤ 0 + Real.exp (-b * W) * (gibbs b E i - 0)
          linarith [mul_nonneg hw.le (hq.1 i)]
      · simp only [R, Finset.sum_add_distrib, ← Finset.mul_sum, Finset.sum_sub_distrib]
        rw [(atLevel_isProb hq false).2, (atLevel_isProb hq true).2,
          (atLevel_isProb hp false).2]
        ring
    refine ⟨resetMap (atLevel p false) R, ?_, ?_, resetMap_mulVec _ _ hq.2 true⟩
    · rintro ⟨j, s⟩
      cases s
      · exact hR
      · exact atLevel_isProb hp false
    · rw [joint_gibbs, Matrix.mulVec_smul, Matrix.mulVec_add, Matrix.mulVec_smul,
        resetMap_mulVec _ _ hq.2 false, resetMap_mulVec _ _ hq.2 true]
      ext x
      change (1 + Real.exp (-b * W))⁻¹ * ((atLevel (gibbs b E) false x +
          Real.exp (-b * W) * (atLevel (gibbs b E) true x - atLevel p false x)) +
          Real.exp (-b * W) * atLevel p false x)
        = (1 + Real.exp (-b * W))⁻¹ * (atLevel (gibbs b E) false x +
          Real.exp (-b * W) * atLevel (gibbs b E) true x)
      ring
```

## (h) The least work

Let $b>0$ and let $p$ be a probability vector. Show that the least $W$ for which $p$ can be formed is
$$W_{\min}=\frac1b\log\max_i\frac{p_i}{q_i}.$$

**Solution.** Call the maximum $M$. From $p_i\le Mq_i$, summing gives $1\le M$, so $\log M$ is defined and nonnegative. By (g), formation is possible exactly when $p_i/q_i\le e^{bW}$ for all $i$. This means $M\le e^{bW}$, or $\log M\le bW$. Dividing by $b>0$ gives $W\ge(\log M)/b$, and equality is allowed.

The supremum `⨆` is this maximum, since the spectrum is finite. `IsLeast` says that the value is attained and that no smaller $W$ works; both follow from the equivalence `key`.

```lean
/-- At positive temperature, the least battery energy that forms a probability vector `p` is
`1/b` times the logarithm of the largest ratio of `p` to the Gibbs weights. -/
theorem isLeast_work {b : ℝ} (hb : 0 < b) (E : ι → ℝ) {p : ι → ℝ} (hp : IsProb p) :
    IsLeast {W | CanForm b E W p} (Real.log (⨆ i, p i / gibbs b E i) / b) := by
  have hne := hp.nonempty
  have hbdd : BddAbove (Set.range fun i => p i / gibbs b E i) :=
    (Set.finite_range _).bddAbove
  -- the largest ratio is at least one, since both vectors are normalised
  have hM : 1 ≤ ⨆ i, p i / gibbs b E i := by
    have hs : ∑ i, p i ≤ ∑ i, (⨆ j, p j / gibbs b E j) * gibbs b E i :=
      Finset.sum_le_sum fun i _ => (div_le_iff₀ (gibbs_pos b E i)).1 (le_ciSup hbdd i)
    rwa [← Finset.mul_sum, hp.2, (gibbs_isProb b E).2, mul_one] at hs
  have key (W : ℝ) : CanForm b E W p ↔ Real.log (⨆ i, p i / gibbs b E i) / b ≤ W := by
    rw [canForm_iff b E W hp, div_le_iff₀ hb,
      Real.log_le_iff_le_exp (lt_of_lt_of_le one_pos hM), ciSup_le_iff hbdd]
    refine forall_congr' fun i => ?_
    have hexp : Real.exp (-b * W) = (Real.exp (W * b))⁻¹ := by
      rw [← Real.exp_neg]
      congr 1
      ring
    rw [div_le_iff₀ (gibbs_pos b E i), hexp, inv_mul_le_iff₀ (Real.exp_pos _)]
  exact ⟨(key _).2 le_rfl, fun W hW => (key W).1 hW⟩
```

## (i) Preparing a sharp level

Define the equilibrium free energy $F=-(\log Z)/b$.

```lean
/-- The equilibrium free energy of a nonempty finite spectrum, for `b ≠ 0`. -/
def freeEnergy (b : ℝ) (E : ι → ℝ) : ℝ := -Real.log (partitionFunction b E) / b
```

For $b>0$, show that the system can be brought from equilibrium to level $k$ with certainty if and only if
$$W\ge E_k-F.$$

**Solution.** The target has $p_k=1$ and all other entries $0$; in the code it is `Pi.single k 1`. For $i\ne k$ the criterion of (g) reads $0\le q_i$, which holds. For $i=k$ it reads $e^{-bW}\le q_k$. Since $bF=-\log Z$,
$$q_k=e^{-bE_k-\log Z}=e^{-b(E_k-F)}.$$
The condition is therefore $-bW\le-b(E_k-F)$, and dividing by $-b<0$ gives the claim. The rewritten Gibbs weight is `hg`, and `by_cases` separates $i=k$ from the other levels.

```lean
/-- At positive temperature, the system can be brought from Gibbs to the sharp level `k`
exactly when `W` is at least the energy of `k` minus the equilibrium free energy. -/
theorem canForm_level_iff [DecidableEq ι] {b : ℝ} (hb : 0 < b) (E : ι → ℝ) (W : ℝ) (k : ι) :
    CanForm b E W (Pi.single k 1) ↔ E k - freeEnergy b E ≤ W := by
  have hp : IsProb (Pi.single k 1 : ι → ℝ) := by
    constructor
    · intro i
      rw [Pi.single_apply]
      split_ifs <;> norm_num
    · simp [Pi.single_apply]
  have hZ : 0 < partitionFunction b E :=
    Finset.sum_pos (fun _ _ => Real.exp_pos _) ⟨k, Finset.mem_univ k⟩
  have hb' := hb.ne'
  have hF : b * freeEnergy b E = -Real.log (partitionFunction b E) := by
    unfold freeEnergy
    field_simp
  -- the Gibbs weight written through the free energy
  have hg : gibbs b E k = Real.exp (-b * (E k - freeEnergy b E)) := by
    have he : -b * (E k - freeEnergy b E)
        = -b * E k - Real.log (partitionFunction b E) := by
      linear_combination hF
    rw [gibbs, he, Real.exp_sub, Real.exp_log hZ]
  rw [canForm_iff b E W hp]
  constructor
  · intro h
    have hk := h k
    rw [Pi.single_apply, if_pos rfl, mul_one, hg, Real.exp_le_exp] at hk
    exact le_of_mul_le_mul_left (by linarith) hb
  · intro h i
    by_cases hi : i = k
    · rw [hi, Pi.single_apply, if_pos rfl, mul_one, hg, Real.exp_le_exp]
      linarith [mul_le_mul_of_nonneg_left h hb.le]
    · rw [Pi.single_apply, if_neg hi, mul_zero]
      exact (gibbs_pos b E i).le

end

end SingleShotFormation
```

```lean
#print axioms SingleShotFormation.isLeast_work
#print axioms SingleShotFormation.canForm_level_iff
```

```
'SingleShotFormation.isLeast_work' depends on axioms: [propext, Classical.choice, Quot.sound]
'SingleShotFormation.canForm_level_iff' depends on axioms: [propext, Classical.choice, Quot.sound]
```
